# The PAW augmentation correction to overlaps with exp(−i b·r), for complete smooth expansions

Let ψ and χ be smooth pseudo-wavefunctions (textbooks write ψ̃), and let Tψ and Tχ be the all-electron wavefunctions that the projector augmented-wave (PAW) transformation T makes from them. The all-electron partial waves are φ_i, the smooth ones φt_i (usually φ̃_i), and the projector functions p_i. The inner product ⟨·,·⟩ is antilinear in its first entry.

The Berry-phase polarization needs overlaps ⟨Tψ, exp(−i b·r) Tχ⟩ between states whose k-points differ by b, while a PAW calculation stores ψ and χ. If the smooth partial waves reproduce ψ and χ inside the augmentation region, the overlap is the smooth one plus a sum over pairs of partial waves. For the phase factor, this is proved here for square-integrable wavefunctions on ℝ³, which Bloch states are not.

In Lean 4 with Mathlib:

```lean
import Mathlib

open MeasureTheory
open scoped InnerProductSpace

namespace PAWOverlap

noncomputable section

variable {E ι : Type*} [NormedAddCommGroup E] [InnerProductSpace ℂ E] [Fintype ι]
```

`E` is any complex inner-product space of states, and `ι` is a finite set of partial-wave labels.

```lean
/-- `R` is an orthogonal projector that commutes with the operator `A`. -/
structure CommutingProjector (R A : E →ₗ[ℂ] E) : Prop where
  symm : R.IsSymmetric
  idem : ∀ x, R (R x) = R x
  comm : ∀ x, A (R x) = R (A x)
```

R restricts a state to the augmentation region. The fields say ⟨Rx, y⟩ = ⟨x, Ry⟩, R² = R and AR = RA. Multiplication by a function of r, such as a phase factor, commutes with such a restriction.

```lean
/-- The one-centre expansion `∑ ⟨p_i, ψ⟩ f_i` of a state in partial waves `f_i` with
projector functions `p_i`. -/
def oneCentre (p f : ι → E) (ψ : E) : E := ∑ i, ⟪p i, ψ⟫_ℂ • f i
```

For partial waves f_i, this is the state Σ_i ⟨p_i, ψ⟩ f_i.

```lean
/-- The PAW transformation `Tψ = ψ + ∑ (φ_i - φt_i) ⟨p_i, ψ⟩`, with all-electron partial
waves `φ_i` and smooth partial waves `φt_i`. -/
def pawT (p φ φt : ι → E) (ψ : E) : E := ψ + ∑ i, ⟪p i, ψ⟫_ℂ • (φ i - φt i)
```

This is T. Textbook partial waves φ_i and φt_i agree outside the augmentation sphere; below, both are cut to zero there, which leaves their difference, and so T, unchanged.

```lean
/-- The augmentation correction
`∑ ⟨ψ, p_i⟩ (⟨φ_i, A φ_j⟩ - ⟨φt_i, A φt_j⟩) ⟨p_j, χ⟩`. -/
def augmentation (A : E →ₗ[ℂ] E) (p φ φt : ι → E) (ψ χ : E) : ℂ :=
  ∑ i, ∑ j, ⟪ψ, p i⟫_ℂ * (⟪φ i, A (φ j)⟫_ℂ - ⟪φt i, A (φt j)⟫_ℂ) * ⟪p j, χ⟫_ℂ
```

The correction weights the difference of all-electron and smooth matrix elements with the projections of ψ and χ.

```lean
/-- The PAW transformation adds the all-electron one-centre expansion and removes the
smooth one. -/
theorem pawT_eq (p φ φt : ι → E) (ψ : E) :
    pawT p φ φt ψ = ψ + (oneCentre p φ ψ - oneCentre p φt ψ) := by
  simp only [pawT, oneCentre, smul_sub, Finset.sum_sub_distrib]
```

Write P_ψ = Σ_i ⟨p_i, ψ⟩ φ_i and S_ψ = Σ_i ⟨p_i, ψ⟩ φt_i. Splitting the sum gives

Tψ = ψ + D_ψ, with D_ψ = P_ψ − S_ψ.

```lean
/-- The matrix element of a linear operator between two one-centre expansions is a double
sum over its matrix elements between partial waves. -/
theorem inner_oneCentre (A : E →ₗ[ℂ] E) (p f : ι → E) (ψ χ : E) :
    ⟪oneCentre p f ψ, A (oneCentre p f χ)⟫_ℂ =
      ∑ i, ∑ j, ⟪ψ, p i⟫_ℂ * ⟪f i, A (f j)⟫_ℂ * ⟪p j, χ⟫_ℂ := by
  unfold oneCentre
  rw [sum_inner]
  refine Finset.sum_congr rfl fun i _ => ?_
  rw [map_sum, inner_sum]
  refine Finset.sum_congr rfl fun j _ => ?_
  rw [map_smul, inner_smul_left, inner_smul_right, inner_conj_symm]
  ring
```

Linearity takes the sums out of the inner product. The coefficient on the left is conjugated, and ⟨p_i, ψ⟩* = ⟨ψ, p_i⟩.

## The overlap with its completeness error

```lean
/-- Exact PAW matrix element for an operator `A` that commutes with the orthogonal projector
`R`, with partial waves in the range of `R`: the last two terms are the error due to an
incomplete smooth expansion of `Rψ` and `Rχ`. -/
theorem paw_overlap_residual {R A : E →ₗ[ℂ] E} (h : CommutingProjector R A) {p φ φt : ι → E}
    (hφ : ∀ i, φ i ∈ LinearMap.range R) (hφt : ∀ i, φt i ∈ LinearMap.range R) (ψ χ : E) :
    ⟪pawT p φ φt ψ, A (pawT p φ φt χ)⟫_ℂ = ⟪ψ, A χ⟫_ℂ + augmentation A p φ φt ψ χ
      + ⟪R ψ - oneCentre p φt ψ, A (oneCentre p φ χ - oneCentre p φt χ)⟫_ℂ
      + ⟪oneCentre p φ ψ - oneCentre p φt ψ, A (R χ - oneCentre p φt χ)⟫_ℂ := by
  have hmem : ∀ f : ι → E, (∀ i, f i ∈ LinearMap.range R) → ∀ x,
      oneCentre p f x ∈ LinearMap.range R := fun f hf x =>
    Submodule.sum_mem _ fun i _ => Submodule.smul_mem _ _ (hf i)
  -- the correction added by `T` is left unchanged by `R`
  have hD : ∀ x, R (oneCentre p φ x - oneCentre p φt x)
      = oneCentre p φ x - oneCentre p φt x := by
    intro x
    obtain ⟨y, hy⟩ := Submodule.sub_mem _ (hmem φ hφ x) (hmem φt hφt x)
    rw [← hy, h.idem]
  -- hence only `Rψ` and `Rχ` enter the cross terms
  have h1 : ⟪R ψ, A (oneCentre p φ χ - oneCentre p φt χ)⟫_ℂ
      = ⟪ψ, A (oneCentre p φ χ - oneCentre p φt χ)⟫_ℂ := by
    rw [h.symm ψ _, ← h.comm, hD]
  have h2 : ⟪oneCentre p φ ψ - oneCentre p φt ψ, A (R χ)⟫_ℂ
      = ⟪oneCentre p φ ψ - oneCentre p φt ψ, A χ⟫_ℂ := by
    rw [h.comm, ← h.symm _ (A χ), hD]
  have hs : augmentation A p φ φt ψ χ = ⟪oneCentre p φ ψ, A (oneCentre p φ χ)⟫_ℂ
      - ⟪oneCentre p φt ψ, A (oneCentre p φt χ)⟫_ℂ := by
    simp only [augmentation, inner_oneCentre, mul_sub, sub_mul, Finset.sum_sub_distrib]
  rw [hs, pawT_eq, pawT_eq]
  simp only [map_add, map_sub, inner_add_left, inner_add_right, inner_sub_left,
    inner_sub_right] at h1 h2 ⊢
  linear_combination -h1 - h2
```

No completeness is assumed here. Expand first:

⟨Tψ, A Tχ⟩ = ⟨ψ, Aχ⟩ + ⟨ψ, A D_χ⟩ + ⟨D_ψ, Aχ⟩ + ⟨D_ψ, A D_χ⟩.

The partial waves lie in the range of R, hence so does D, and R² = R gives RD = D (`hD`). Moving R across A yields `h1` and `h2`:

⟨ψ, A D_χ⟩ = ⟨ψ, R A D_χ⟩ = ⟨Rψ, A D_χ⟩

⟨D_ψ, Aχ⟩ = ⟨D_ψ, R Aχ⟩ = ⟨D_ψ, A Rχ⟩.

Now put Rψ = S_ψ + e_ψ and Rχ = S_χ + e_χ, where e is the part missed by the smooth expansion. The last three terms of the expansion become

⟨S_ψ, A D_χ⟩ + ⟨D_ψ, A S_χ⟩ + ⟨D_ψ, A D_χ⟩ + ⟨e_ψ, A D_χ⟩ + ⟨D_ψ, A e_χ⟩.

Since S + D = P, the first three of these equal

⟨P_ψ, A P_χ⟩ − ⟨S_ψ, A S_χ⟩,

which is the augmentation correction (`hs`). The two terms with e are the stated error. `linear_combination` does this final bookkeeping.

```lean
/-- PAW augmentation formula: if `A` commutes with the orthogonal projector `R`, the partial
waves lie in the range of `R`, and the smooth ones reproduce `Rψ` and `Rχ`, then the
all-electron matrix element is the smooth one plus the augmentation correction. -/
theorem paw_overlap {R A : E →ₗ[ℂ] E} (h : CommutingProjector R A) {p φ φt : ι → E}
    (hφ : ∀ i, φ i ∈ LinearMap.range R) (hφt : ∀ i, φt i ∈ LinearMap.range R) {ψ χ : E}
    (hψ : R ψ = oneCentre p φt ψ) (hχ : R χ = oneCentre p φt χ) :
    ⟪pawT p φ φt ψ, A (pawT p φ φt χ)⟫_ℂ = ⟪ψ, A χ⟫_ℂ + augmentation A p φ φt ψ χ := by
  rw [paw_overlap_residual h hφ hφt, hψ, hχ]
  simp only [sub_self, map_zero, inner_zero_left, inner_zero_right, add_zero]
```

With complete smooth expansions, e_ψ = e_χ = 0 and the error terms vanish:

⟨Tψ, A Tχ⟩ = ⟨ψ, Aχ⟩ + Σ_ij ⟨ψ, p_i⟩ (⟨φ_i, Aφ_j⟩ − ⟨φt_i, Aφt_j⟩) ⟨p_j, χ⟩.

A finite set of partial waves usually meets this condition only approximately.

## Multiplication by exp(−i b·r)

```lean
/-- Position space. -/
abbrev Space := EuclideanSpace ℝ (Fin 3)
```

Positions r are vectors in ℝ³.

```lean
/-- Square-integrable wavefunctions on position space. -/
abbrev Wave := Lp ℂ 2 (volume : Measure Space)
```

`Wave` is L²(ℝ³), whose elements are functions up to equality almost everywhere.

```lean
/-- A wavefunction times a measurable function of modulus at most one is square-integrable. -/
theorem mulOp_memLp (m : Space → ℂ) (hm : Measurable m) (hb : ∀ r, ‖m r‖ ≤ 1) (f : Wave) :
    MemLp (fun r => m r * f r) 2 volume :=
  (Lp.memLp f).of_le (hm.aestronglyMeasurable.mul (Lp.aestronglyMeasurable f))
    (ae_of_all _ fun r => by
      rw [norm_mul]
      exact mul_le_of_le_one_left (norm_nonneg _) (hb r))
```

If m is measurable and |m(r)| ≤ 1, then m f is measurable and |m f| ≤ |f|, so m f is square-integrable.

```lean
/-- Multiplication of wavefunctions by a measurable function of modulus at most one. -/
def mulOp (m : Space → ℂ) (hm : Measurable m) (hb : ∀ r, ‖m r‖ ≤ 1) : Wave →ₗ[ℂ] Wave where
  toFun f := (mulOp_memLp m hm hb f).toLp _
  map_add' f g := by
    rw [← MemLp.toLp_add]
    refine MemLp.toLp_congr _ _ ?_
    filter_upwards [Lp.coeFn_add f g] with r hr
    simp only [hr, Pi.add_apply, mul_add]
  map_smul' c f := by
    rw [RingHom.id_apply, ← MemLp.toLp_const_smul]
    refine MemLp.toLp_congr _ _ ?_
    filter_upwards [Lp.coeFn_smul c f] with r hr
    simp only [hr, Pi.smul_apply, smul_eq_mul]
    ring
```

Multiplication by m is therefore a linear operator on L²(ℝ³).

```lean
/-- The multiplication operator acts pointwise almost everywhere. -/
theorem mulOp_coe (m : Space → ℂ) (hm : Measurable m) (hb : ∀ r, ‖m r‖ ≤ 1) (f : Wave) :
    mulOp m hm hb f =ᵐ[volume] fun r => m r * f r :=
  MemLp.coeFn_toLp (mulOp_memLp m hm hb f)
```

It acts as (m f)(r) = m(r) f(r) for almost every r.

```lean
/-- The operator `exp(-i b·r)` on wavefunctions. -/
def phaseOp (b : Space) : Wave →ₗ[ℂ] Wave :=
  mulOp (fun r => Complex.exp (((-inner ℝ b r : ℝ) : ℂ) * Complex.I))
    (Continuous.measurable (by fun_prop)) fun _ => (Complex.norm_exp_ofReal_mul_I _).le
```

This is A, with m(r) = exp(−i b·r) of modulus one.

```lean
/-- Restriction of wavefunctions to a measurable region `S`. -/
def restrictOp (S : Set Space) (hS : MeasurableSet S) : Wave →ₗ[ℂ] Wave :=
  mulOp (S.indicator fun _ => 1) (measurable_const.indicator hS) fun r => by
    by_cases h : r ∈ S <;> simp [h]
```

This is R, with m equal to 1 in S and 0 outside.

```lean
/-- PAW augmentation formula for `exp(-i b·r)` on square-integrable wavefunctions, with partial
waves supported in a measurable region `S` where the smooth ones reproduce `ψ` and `χ`. -/
theorem paw_overlap_phase (b : Space) {S : Set Space} (hS : MeasurableSet S)
    {p φ φt : ι → Wave} (hφ : ∀ i, φ i ∈ LinearMap.range (restrictOp S hS))
    (hφt : ∀ i, φt i ∈ LinearMap.range (restrictOp S hS)) {ψ χ : Wave}
    (hψ : restrictOp S hS ψ = oneCentre p φt ψ) (hχ : restrictOp S hS χ = oneCentre p φt χ) :
    ⟪pawT p φ φt ψ, phaseOp b (pawT p φ φt χ)⟫_ℂ
      = ⟪ψ, phaseOp b χ⟫_ℂ + augmentation (phaseOp b) p φ φt ψ χ := by
  refine paw_overlap ⟨?_, ?_, ?_⟩ hφ hφt hψ hχ
  · -- the indicator function is real
    intro f g
    rw [L2.inner_def, L2.inner_def]
    refine integral_congr_ae ?_
    filter_upwards [mulOp_coe _ _ _ f, mulOp_coe _ _ _ g] with r h1 h2
    unfold restrictOp
    rw [h1, h2]
    by_cases h : r ∈ S <;> simp [h]
  · -- the indicator function equals its square
    intro f
    refine Lp.ext ?_
    unfold restrictOp
    filter_upwards [mulOp_coe _ _ _ (mulOp _ _ _ f), mulOp_coe _ _ _ f] with r h1 h2
    rw [h1, h2]
    by_cases h : r ∈ S <;> simp [h]
  · -- multiplication operators commute
    intro f
    refine Lp.ext ?_
    unfold restrictOp phaseOp
    filter_upwards [mulOp_coe _ _ _ (mulOp _ _ _ f), mulOp_coe _ _ _ f,
      mulOp_coe _ _ _ (mulOp _ _ _ f), mulOp_coe _ _ _ f] with r h1 h2 h3 h4
    rw [h1, h2, h3, h4]
    ring
```

The three bullets verify the conditions on R and A: the indicator is real, it equals its square, and multiplications commute. `paw_overlap` does the rest.

Bloch states are not square-integrable over ℝ³. Carrying the formula over to a periodic cell is the step left open between this theorem and a crystal.

In a plane-wave PAW code, ⟨ψ, exp(−i b·r) χ⟩ comes from the plane-wave coefficients, and the projections ⟨p_j, χ⟩ are also needed to apply the Hamiltonian to χ. The partial-wave integrals can be done on radial grids, with the phase expanded in spherical Bessel functions and spherical harmonics about each atom. For an insulator with zero Chern numbers, the smooth overlaps plus their corrections form the overlap matrix between occupied bands at neighbouring k-points. The phases of its determinants are summed along each string of k-points across the Brillouin zone. The string ends one reciprocal lattice vector from its start, and the Bloch states at its end are taken to be the same as those at its start. Averaged over the strings, with the 2π branches chosen so that the sum varies continuously from string to string, they give, up to a constant factor, the electronic polarization along the strings, modulo a quantum.

## A two-point example

```lean
/-- Multiplication by `d` on a grid of two points. -/
def gridOp (d : Fin 2 → ℂ) : EuclideanSpace ℂ (Fin 2) →ₗ[ℂ] EuclideanSpace ℂ (Fin 2) where
  toFun v := WithLp.toLp 2 fun i => d i * v i
  map_add' v w := by ext i; simp [mul_add]
  map_smul' c v := by ext i; simp [mul_left_comm]
```

`gridOp` multiplies the two components of a vector by d_0 and d_1.

```lean
/-- On a two-point grid, restriction to the first point, the phases `(i, 1)`, the projector
function and smooth wave `(1, 0)` and the all-electron wave `(2, 0)` meet all hypotheses of
`paw_overlap`, for every state. -/
theorem paw_overlap_witness :
    CommutingProjector (gridOp ![1, 0]) (gridOp ![Complex.I, 1]) ∧
    !₂[(2 : ℂ), 0] ∈ LinearMap.range (gridOp ![1, 0]) ∧
    !₂[(1 : ℂ), 0] ∈ LinearMap.range (gridOp ![1, 0]) ∧
    ∀ ψ, gridOp ![1, 0] ψ
      = oneCentre (fun _ : Fin 1 => !₂[(1 : ℂ), 0]) (fun _ => !₂[(1 : ℂ), 0]) ψ := by
  refine ⟨⟨fun x y => ?_, fun x => ?_, fun x => ?_⟩, ⟨!₂[2, 0], ?_⟩, ⟨!₂[1, 0], ?_⟩,
    fun ψ => ?_⟩
  · simp [gridOp, PiLp.inner_apply, Fin.sum_univ_two]
  all_goals
    ext i
    fin_cases i <;> simp [gridOp, oneCentre, PiLp.inner_apply, Fin.sum_univ_two]

end

end PAWOverlap
```

All hypotheses hold here for every ψ. The smooth state (1/2, 0) maps to the normalised state (1, 0), and its matrix element is i/4 + 3i/4 = i, the second term being the correction.

```lean
#print axioms PAWOverlap.paw_overlap_phase
```

```
'PAWOverlap.paw_overlap_phase' depends on axioms: [propext, Classical.choice, Quot.sound]
```
